# Geometric decay of the energy gap in steepest descent with step 1/L under a Lipschitz gradient and gradient domination, without convexity

## Can gradient domination replace convexity in the rate estimate?

Before I can write "the gradient of the energy" I have to pick an inner product on the space of geometries, and it can change the direction of steepest descent: with unequal masses, Cartesian and mass-weighted coordinates generally give different paths. Suppose I fix one, and suppose the energy E has a gradient that is Lipschitz with constant L, is bounded below by E₀, and satisfies ‖∇E(x)‖² ≥ 2m(E(x) − E₀) at every geometry x, with 0 < m ≤ L. Let x₀, x₁, … be the geometries produced by stepping against the gradient with step size 1/L. I believe that

E(x_k) − E₀ ≤ (1 − m/L)^k (E(x₀) − E₀)

even when E is not convex. I would like every step of this, a machine-checked version, and to know whether the geometries converge as well as the energies.

## The space, the constants and the iteration

The claim holds, and the inner product can stay unspecified. Take a complete real inner-product space V, of which R^n with either metric is a case, and a differentiable E on all of V. The gradient, the norm, L and m all refer to that one inner product. L limits how fast the force can change with displacement, and m says that the force cannot be small unless the energy is near E₀. For a harmonic well E = ½⟨x, Hx⟩ with a nonzero positive semidefinite force-constant matrix H and E₀ = 0, the largest eigenvalue of H serves as L and the smallest nonzero one as m. For a step size t the iteration is

x_{k+1} = x_k − t ∇E(x_k),  k = 0, 1, 2, …

and Δ(x) = E(x) − E₀ denotes the energy gap.

## From one step to k steps

Fix x and a displacement d, write g = ∇E(x), and subtract a quadratic model from the energy along the segment, parametrised by s between 0 and 1:

φ(s) = E(x + s d) − s⟨g, d⟩ − (L/2)‖d‖² s²

φ′(s) = ⟨∇E(x + s d) − g, d⟩ − L‖d‖² s

By Cauchy–Schwarz and the Lipschitz bound the first term is at most L s‖d‖², so φ′ ≤ 0 and φ(1) ≤ φ(0):

E(x + d) ≤ E(x) + ⟨g, d⟩ + (L/2)‖d‖²

With d = −t g and x⁺ = x − t g this reads

(1)  E(x⁺) ≤ E(x) − t(1 − Lt/2)‖g‖²

For 0 ≤ t and Lt ≤ 2 the coefficient t(1 − Lt/2) is nonnegative, so ‖g‖² may be replaced by its lower bound 2mΔ(x):

(2)  Δ(x⁺) ≤ q(t) Δ(x),  q(t) = 1 − m t(2 − Lt)

Iterating means multiplying an inequality by q(t), which requires q(t) ≥ 0. This is where m ≤ L enters:

m t(2 − Lt) ≤ L t(2 − Lt) = 1 − (1 − Lt)² ≤ 1

Induction gives Δ(x_k) ≤ q(t)^k Δ(x₀), and q(1/L) = 1 − m/L. Neither E ≥ E₀ nor m > 0 has been used so far.

They are used next. If E ≥ E₀ everywhere and Δ(x) > 0 somewhere, then (2) at t = 1/L gives 0 ≤ (1 − m/L)Δ(x), so m ≤ L follows. If 0 < m ≤ L, the factor lies in [0, 1), and 0 ≤ Δ(x_k) ≤ (1 − m/L)^k Δ(x₀) forces E(x_k) → E₀. For the geometries, (1) at t = 1/L and E(x⁺) ≥ E₀ give ‖g‖²/(2L) ≤ Δ(x), hence

‖x⁺ − x‖² = ‖g‖²/L² ≤ 2Δ(x)/L

With A = √(2Δ(x₀)/L) and r = √(1 − m/L) < 1, the step from x_k has length at most A r^k. The sequence is therefore Cauchy with a limit y, continuity gives E(y) = E₀, and summing the geometric tail gives

‖x_k − y‖ ≤ A r^k / (1 − r)

## A non-convex surface that qualifies

On the real line take E(x) = x²/2 + 2(1 − cos x), which is nonnegative, with E′(x) = x + 2 sin x. Since sin is Lipschitz with constant 1, L = 3 works. For x ≥ 0 one has E′(x) ≥ x/3, because sin x ≥ 0 up to π, and beyond π > 3 one has x − 2 ≥ x/3; E′ is odd, so E′² ≥ x²/9 everywhere. From 1 − cos x ≤ x²/2 follows E ≤ 3x²/2, and 2mE ≤ x²/9 for m = 1/27. Convexity would put E(π) = π²/2 + 4 at or below the mean of E(π/2) and E(3π/2), which is 5π²/8 + 2. That needs π² ≥ 16, which is false.

## The Lean file

```lean
import Mathlib

open Filter Topology

namespace GradientDominatedDescent

noncomputable section

variable {V : Type*} [NormedAddCommGroup V] [InnerProductSpace ℝ V] [CompleteSpace V]
variable {E : V → ℝ} {L m E₀ : ℝ}

/-- The gradient of the energy is Lipschitz with constant `L`. -/
def LipschitzGradient (E : V → ℝ) (L : ℝ) : Prop :=
  ∀ x y, ‖gradient E x - gradient E y‖ ≤ L * ‖x - y‖

/-- Gradient domination relative to a reference level `E₀` (the Polyak-Łojasiewicz inequality when
`E₀` is the infimum of `E` and `m > 0`): `‖∇E‖² ≥ 2m (E - E₀)` everywhere. -/
def GradientDominated (E : V → ℝ) (E₀ m : ℝ) : Prop :=
  ∀ x, 2 * m * (E x - E₀) ≤ ‖gradient E x‖ ^ 2

/-- One steepest-descent step of size `t`. -/
def descentStep (E : V → ℝ) (t : ℝ) (x : V) : V := x - t • gradient E x

/-- The geometries produced by steepest descent with fixed step `t` from `x₀`. -/
def descentPath (E : V → ℝ) (t : ℝ) (x₀ : V) : ℕ → V
  | 0 => x₀
  | k + 1 => descentStep E t (descentPath E t x₀ k)

/-- The factor `1 - m t (2 - L t)`. -/
def rate (m L t : ℝ) : ℝ := 1 - m * t * (2 - L * t)

/-- Auxiliary bound: the energy after a step of any size `t` is at most
`E x - t (1 - L t / 2) ‖∇E x‖²`. -/
theorem energy_step_le (hE : Differentiable ℝ E) (hL : LipschitzGradient E L) (t : ℝ) (x : V) :
    E (descentStep E t x) ≤ E x - t * (1 - L * t / 2) * ‖gradient E x‖ ^ 2 := by
  have quad : ∀ d : V, E (x + d) ≤ E x + inner ℝ (gradient E x) d + L / 2 * ‖d‖ ^ 2 := by
    intro d
    -- energy along the segment minus its quadratic model
    have hd : ∀ s : ℝ, HasDerivAt
        (fun s : ℝ => E (x + s • d) - s * inner ℝ (gradient E x) d - L / 2 * ‖d‖ ^ 2 * s ^ 2)
        (inner ℝ (gradient E (x + s • d)) d - inner ℝ (gradient E x) d - L * ‖d‖ ^ 2 * s) s := by
      intro s
      have h1 : HasDerivAt (fun s : ℝ => x + s • d) d s := by
        simpa using ((hasDerivAt_id s).smul_const d).const_add x
      have h2 : HasDerivAt (fun s : ℝ => E (x + s • d))
          (inner ℝ (gradient E (x + s • d)) d) s := by
        have hf := (hE (x + s • d)).hasGradientAt.hasFDerivAt
        have h := HasFDerivAt.comp_hasDerivAt s hf h1
        exact h
      have h3 : HasDerivAt (fun s : ℝ => s * inner ℝ (gradient E x) d)
          (inner ℝ (gradient E x) d) s := by
        simpa using (hasDerivAt_id s).mul_const (inner ℝ (gradient E x) d)
      have h4 : HasDerivAt (fun s : ℝ => s ^ 2) (2 * s) s := by
        simpa using hasDerivAt_pow 2 s
      have h5 := (h2.fun_sub h3).fun_sub (h4.const_mul (L / 2 * ‖d‖ ^ 2))
      exact h5.congr_deriv (by ring)
    have hanti := antitoneOn_of_deriv_nonpos (convex_Icc (0 : ℝ) 1)
      (fun s _ => (hd s).continuousAt.continuousWithinAt)
      (fun s _ => (hd s).differentiableAt.differentiableWithinAt)
      (fun s hs => by
        have hs0 : 0 ≤ s := (interior_subset hs).1
        have a := hL (x + s • d) x
        rw [add_sub_cancel_left, norm_smul, Real.norm_eq_abs, abs_of_nonneg hs0] at a
        have b := real_inner_le_norm (gradient E (x + s • d) - gradient E x) d
        rw [inner_sub_left] at b
        have c := mul_le_mul_of_nonneg_right a (norm_nonneg d)
        rw [(hd s).deriv]
        nlinarith)
    have h := hanti (Set.left_mem_Icc.mpr zero_le_one) (Set.right_mem_Icc.mpr zero_le_one)
      zero_le_one
    simp only [one_smul, zero_smul, add_zero] at h
    nlinarith
  have h := quad (-(t • gradient E x))
  rw [← sub_eq_add_neg, inner_neg_right, inner_smul_right, real_inner_self_eq_norm_sq,
    norm_neg, norm_smul, Real.norm_eq_abs, mul_pow, sq_abs] at h
  unfold descentStep
  nlinarith

/-- For `0 ≤ t` and `L t ≤ 2`, the energy gap `E - E₀` after one step is at most
`1 - m t (2 - L t)` times the gap before it. -/
theorem gap_step_le (hE : Differentiable ℝ E) (hL : LipschitzGradient E L)
    (hPL : GradientDominated E E₀ m) {t : ℝ} (ht : 0 ≤ t) (ht2 : L * t ≤ 2) (x : V) :
    E (descentStep E t x) - E₀ ≤ rate m L t * (E x - E₀) := by
  have h1 := energy_step_le hE hL t x
  have h2 : 0 ≤ t * (1 - L * t / 2) := mul_nonneg ht (by linarith)
  have h3 := mul_le_mul_of_nonneg_left (hPL x) h2
  unfold rate
  nlinarith

/-- For `m ≤ L`, `0 ≤ t` and `L t ≤ 2`, the energy gap after `k` steps is at most
`(1 - m t (2 - L t))^k` times the initial gap. -/
theorem gap_path_le (hE : Differentiable ℝ E) (hL : LipschitzGradient E L)
    (hPL : GradientDominated E E₀ m) (hmL : m ≤ L) {t : ℝ} (ht : 0 ≤ t) (ht2 : L * t ≤ 2)
    (x₀ : V) (k : ℕ) :
    E (descentPath E t x₀ k) - E₀ ≤ rate m L t ^ k * (E x₀ - E₀) := by
  -- the factor is nonnegative since m t (2 - L t) ≤ 1 - (1 - L t)²
  have hq : 0 ≤ rate m L t := by
    have h : 0 ≤ t * (2 - L * t) := mul_nonneg ht (by linarith)
    unfold rate
    nlinarith [mul_le_mul_of_nonneg_right hmL h, sq_nonneg (1 - L * t)]
  induction k with
  | zero => simp [descentPath]
  | succ k ih =>
    calc E (descentPath E t x₀ (k + 1)) - E₀
        ≤ rate m L t * (E (descentPath E t x₀ k) - E₀) := gap_step_le hE hL hPL ht ht2 _
      _ ≤ rate m L t * (rate m L t ^ k * (E x₀ - E₀)) := mul_le_mul_of_nonneg_left ih hq
      _ = rate m L t ^ (k + 1) * (E x₀ - E₀) := by ring

/-- Main result: for `0 < L` and `m ≤ L`, with step `1/L` the energy gap after `k` steps is at most
`(1 - m/L)^k` times the initial gap; no convexity of `E` is assumed. -/
theorem linear_rate (hE : Differentiable ℝ E) (hL : LipschitzGradient E L)
    (hPL : GradientDominated E E₀ m) (hL0 : 0 < L) (hmL : m ≤ L) (x₀ : V) (k : ℕ) :
    E (descentPath E (1 / L) x₀ k) - E₀ ≤ (1 - m / L) ^ k * (E x₀ - E₀) := by
  have h1 : L * (1 / L) = 1 := by field_simp
  have h2 : rate m L (1 / L) = 1 - m / L := by unfold rate; rw [h1]; ring
  have h := gap_path_le hE hL hPL hmL (one_div_pos.mpr hL0).le (by linarith) x₀ k
  rwa [h2] at h

/-- If `E ≥ E₀` everywhere and `E x > E₀` at some geometry, then `m ≤ L`. -/
theorem domination_le_lipschitz (hE : Differentiable ℝ E) (hL : LipschitzGradient E L)
    (hPL : GradientDominated E E₀ m) (hL0 : 0 < L) (hlow : ∀ x, E₀ ≤ E x)
    {x : V} (hx : E₀ < E x) : m ≤ L := by
  have h1 : L * (1 / L) = 1 := by field_simp
  have h2 : rate m L (1 / L) = 1 - m / L := by unfold rate; rw [h1]; ring
  have h := gap_step_le hE hL hPL (one_div_pos.mpr hL0).le (by linarith) x
  rw [h2] at h
  have h3 := hlow (descentStep E (1 / L) x)
  by_contra hc
  have h4 : 1 < m / L := by rw [lt_div_iff₀ hL0]; linarith [not_le.mp hc]
  nlinarith [mul_pos (sub_pos.mpr h4) (sub_pos.mpr hx)]

/-- If `E ≥ E₀` and `0 < m ≤ L`, the energies along the descent with step `1/L` tend to `E₀`. -/
theorem energy_tendsto (hE : Differentiable ℝ E) (hL : LipschitzGradient E L)
    (hPL : GradientDominated E E₀ m) (hm : 0 < m) (hmL : m ≤ L) (hlow : ∀ x, E₀ ≤ E x)
    (x₀ : V) : Tendsto (fun k => E (descentPath E (1 / L) x₀ k)) atTop (𝓝 E₀) := by
  have hL0 : 0 < L := hm.trans_le hmL
  have q0 : 0 ≤ 1 - m / L := sub_nonneg.mpr ((div_le_one hL0).mpr hmL)
  have q1 : 1 - m / L < 1 := by linarith [div_pos hm hL0]
  have h0 := (tendsto_pow_atTop_nhds_zero_of_lt_one q0 q1).mul_const (E x₀ - E₀)
  rw [zero_mul] at h0
  have h := squeeze_zero (fun k => sub_nonneg.mpr (hlow (descentPath E (1 / L) x₀ k)))
    (fun k => linear_rate hE hL hPL hL0 hmL x₀ k) h0
  simpa using h.add_const E₀

/-- If `E ≥ E₀` and `0 < m ≤ L`, the geometries converge to a point of energy `E₀`, the `k`-th
lying within `√(2 (E x₀ - E₀)/L) r^k / (1 - r)` of it, where `r = √(1 - m/L)`. -/
theorem geometry_tendsto (hE : Differentiable ℝ E) (hL : LipschitzGradient E L)
    (hPL : GradientDominated E E₀ m) (hm : 0 < m) (hmL : m ≤ L) (hlow : ∀ x, E₀ ≤ E x)
    (x₀ : V) : ∃ y, Tendsto (descentPath E (1 / L) x₀) atTop (𝓝 y) ∧ E y = E₀ ∧
      ∀ k, dist (descentPath E (1 / L) x₀ k) y ≤ Real.sqrt (2 * (E x₀ - E₀) / L) *
        Real.sqrt (1 - m / L) ^ k / (1 - Real.sqrt (1 - m / L)) := by
  have hL0 : 0 < L := hm.trans_le hmL
  have hu : 0 < 1 / L := one_div_pos.mpr hL0
  have h1 : L * (1 / L) = 1 := by field_simp
  have q0 : 0 ≤ 1 - m / L := sub_nonneg.mpr ((div_le_one hL0).mpr hmL)
  have hr : Real.sqrt (1 - m / L) < 1 := by
    nlinarith [div_pos hm hL0, Real.sq_sqrt q0, Real.sqrt_nonneg (1 - m / L)]
  have hA : 0 ≤ 2 * (E x₀ - E₀) / L := div_nonneg (by linarith [hlow x₀]) hL0.le
  -- the squared step length is controlled by the energy gap
  have hlen : ∀ x, dist x (descentStep E (1 / L) x) ^ 2 ≤ 1 / L * (2 * (E x - E₀)) := by
    intro x
    have a := energy_step_le hE hL (1 / L) x
    rw [h1] at a
    have b : 1 / L * ‖gradient E x‖ ^ 2 ≤ 2 * (E x - E₀) := by
      linarith [hlow (descentStep E (1 / L) x)]
    rw [dist_eq_norm, descentStep, sub_sub_cancel, norm_smul, Real.norm_eq_abs, mul_pow, sq_abs]
    nlinarith [mul_le_mul_of_nonneg_left b hu.le]
  have hgeo : ∀ k, dist (descentPath E (1 / L) x₀ k) (descentPath E (1 / L) x₀ (k + 1)) ≤
      Real.sqrt (2 * (E x₀ - E₀) / L) * Real.sqrt (1 - m / L) ^ k := by
    intro k
    refine (pow_le_pow_iff_left₀ dist_nonneg (by positivity) two_ne_zero).mp ?_
    rw [mul_pow, ← pow_mul, mul_comm k 2, pow_mul, Real.sq_sqrt hA, Real.sq_sqrt q0]
    have b := linear_rate hE hL hPL hL0 hmL x₀ k
    calc _ ≤ 1 / L * (2 * (E (descentPath E (1 / L) x₀ k) - E₀)) := hlen _
      _ ≤ 1 / L * (2 * ((1 - m / L) ^ k * (E x₀ - E₀))) :=
          mul_le_mul_of_nonneg_left (by linarith) hu.le
      _ = _ := by ring
  obtain ⟨y, hy⟩ := cauchySeq_tendsto_of_complete (cauchySeq_of_le_geometric _ _ hr hgeo)
  refine ⟨y, hy, ?_, fun k => dist_le_of_le_geometric_of_tendsto _ _ hr hgeo hy k⟩
  exact tendsto_nhds_unique ((hE.continuous.tendsto y).comp hy)
    (energy_tendsto hE hL hPL hm hmL hlow x₀)

/-- A harmonic well with a cosine ripple, `x²/2 + 2 (1 - cos x)`. -/
def rippledWell (x : ℝ) : ℝ := x ^ 2 / 2 + 2 * (1 - Real.cos x)

/-- The rippled well meets the hypotheses with `L = 3`, `m = 1/27`, `E₀ = 0` and is not convex. -/
theorem rippledWell_witness : Differentiable ℝ rippledWell ∧ LipschitzGradient rippledWell 3 ∧
    GradientDominated rippledWell 0 (1 / 27) ∧ (∀ x, 0 ≤ rippledWell x) ∧
    ¬ ConvexOn ℝ Set.univ rippledWell := by
  have hd : ∀ x, HasDerivAt rippledWell (x + 2 * Real.sin x) x := by
    intro x
    have hp : HasDerivAt (fun s : ℝ => s ^ 2) (2 * x) x := by simpa using hasDerivAt_pow 2 x
    have h := (hp.div_const 2).fun_add (((Real.hasDerivAt_cos x).const_sub 1).const_mul 2)
    exact h.congr_deriv (by ring)
  have hg : ∀ x, gradient rippledWell x = x + 2 * Real.sin x :=
    fun x => (hd x).hasGradientAt'.gradient
  have key : ∀ x : ℝ, 0 ≤ x → (x / 3) ^ 2 ≤ (x + 2 * Real.sin x) ^ 2 := by
    intro x hx
    refine pow_le_pow_left₀ (by linarith) ?_ 2
    rcases le_total x Real.pi with h | h
    · linarith [Real.sin_nonneg_of_nonneg_of_le_pi hx h]
    · linarith [Real.neg_one_le_sin x, Real.pi_gt_three]
  refine ⟨fun x => (hd x).differentiableAt, fun x y => ?_, fun x => ?_, fun x => ?_, fun h => ?_⟩
  · have h : |Real.sin x - Real.sin y| ≤ |x - y| := by
      simpa [Real.dist_eq] using Real.lipschitzWith_sin.dist_le_mul x y
    obtain ⟨h1, h2⟩ := abs_le.mp h
    rw [hg, hg, Real.norm_eq_abs, Real.norm_eq_abs, abs_le]
    constructor <;> linarith [le_abs_self (x - y), neg_abs_le (x - y)]
  · have hc : 1 - x ^ 2 / 2 ≤ Real.cos x := Real.one_sub_sq_div_two_le_cos
    rw [hg, Real.norm_eq_abs, sq_abs, rippledWell]
    rcases le_total 0 x with h | h
    · nlinarith [key x h]
    · have h' := key (-x) (by linarith)
      rw [Real.sin_neg] at h'
      nlinarith
  · unfold rippledWell
    nlinarith [Real.cos_le_one x, sq_nonneg x]
  · -- the value at π lies above the chord from π/2 to 3π/2
    have h1 := h.2 (Set.mem_univ (Real.pi / 2)) (Set.mem_univ (Real.pi / 2 + Real.pi))
      (show (0 : ℝ) ≤ 1 / 2 by norm_num) (show (0 : ℝ) ≤ 1 / 2 by norm_num) (by norm_num)
    have e : (1 / 2 : ℝ) • (Real.pi / 2) + (1 / 2 : ℝ) • (Real.pi / 2 + Real.pi) = Real.pi := by
      simp only [smul_eq_mul]; ring
    rw [e] at h1
    simp only [rippledWell, smul_eq_mul, Real.cos_add_pi, Real.cos_pi_div_two, Real.cos_pi] at h1
    have h2 : Real.pi * Real.pi < 16 := by nlinarith [Real.pi_lt_four, Real.pi_pos]
    nlinarith

end

end GradientDominatedDescent
```

```lean
#print axioms GradientDominatedDescent.gap_step_le
#print axioms GradientDominatedDescent.linear_rate
#print axioms GradientDominatedDescent.domination_le_lipschitz
#print axioms GradientDominatedDescent.geometry_tendsto
```

```
'GradientDominatedDescent.gap_step_le' depends on axioms: [propext, Classical.choice, Quot.sound]
'GradientDominatedDescent.linear_rate' depends on axioms: [propext, Classical.choice, Quot.sound]
'GradientDominatedDescent.domination_le_lipschitz' depends on axioms: [propext, Classical.choice, Quot.sound]
'GradientDominatedDescent.geometry_tendsto' depends on axioms: [propext, Classical.choice, Quot.sound]
```

## What the theorems say

`V` is the space of geometries, `E : V → ℝ` the energy, and `gradient E x` is ∇E(x) for the inner product of `V`. `LipschitzGradient E L` and `GradientDominated E E₀ m` are the two inequalities, required at all points. `descentPath E t x₀ k` is x_k, with x₀ at k = 0, and `rate m L t` is q(t). Differentiability is the separate hypothesis `hE` because Mathlib sets the gradient to zero where E is not differentiable, so the Lipschitz condition alone would not make `gradient E` the true gradient.

`linear_rate` is your inequality for every start and every k, assuming only `hE`, the two inequalities, `0 < L` and `m ≤ L`. There E₀ is any reference level for which domination holds; it becomes the minimum energy once `hlow` adds E ≥ E₀ and m is positive. `gap_path_le` covers every t with 0 ≤ t and Lt ≤ 2. `domination_le_lipschitz`, `energy_tendsto` and `geometry_tendsto` are the three further results above. The distance bound includes m = L, where r = 0 and r⁰ = 1: x₀ is within A of y, and x₁ = y. The limit is not claimed to be unique across starting points, which leaves room for translation-invariant energies. `rippledWell_witness` certifies the example; its m is not claimed to be the best possible.

L, m and E₀ are assumed, not derived from a Hamiltonian, and the gradients and arithmetic are exact, with a fixed step and no line search. The observations that close this paragraph, like the eigenvalue reading of L and m, are ordinary reasoning that no theorem in the file states. With m > 0 and E ≥ E₀, domination makes every stationary point a global minimum, so a surface with a transition state, a higher conformer or a flat dissociation plateau above E₀ is excluded, and the repulsion of coalescing nuclei violates a global L. For geometry optimisation the result thus describes fixed-step relaxation on a model surface that satisfies both inequalities everywhere, where the bound on the gap falls by at least a factor e in L/m steps, rounded up to a whole number.

## How the tactics follow the argument

In `energy_step_le`, `quad` is the quadratic upper bound. `hd` computes φ′ by the chain rule, and `antitoneOn_of_deriv_nonpos` turns φ′ ≤ 0 on [0, 1] into monotonic decrease, the sign coming from the Lipschitz bound `a` and from `real_inner_le_norm`, which is Cauchy–Schwarz. Evaluating `hanti` at 0 and 1 and inserting `-(t • gradient E x)` yields (1).

`gap_step_le` multiplies the domination inequality by the nonnegative coefficient `h2` and combines it with (1). In `gap_path_le`, `hq` is q(t) ≥ 0, with the square (1 − Lt)² handed to `nlinarith`, and the `calc` block is the induction step. `linear_rate` evaluates `rate` at 1/L. `domination_le_lipschitz` assumes m > L and contradicts `h3`, the lower bound after one step. `energy_tendsto` applies `squeeze_zero` to the gap.

In `geometry_tendsto`, `hlen` bounds the squared step length and `hgeo` takes the square root to get A r^k. `cauchySeq_of_le_geometric` and completeness of `V` supply y, `dist_le_of_le_geometric_of_tendsto` sums the tail, and `tendsto_nhds_unique` identifies E(y) with E₀. In the example, `hg` is the gradient, `key` is E′² ≥ x²/9 for x ≥ 0, `hc` is the cosine bound, and `h2` in the last case is π² < 16.
